# Two instantaneous x pulses exactly cancel a static field perpendicular to x on a spin one-half, and leave a field along x at full strength

A single spin one-half sits in a static real field `b`, with Hamiltonian H = b·σ and free evolution exp(−itH), and each of two equal delays t is followed by an instantaneous pulse given by the Pauli matrix X. The theorem `single_axis_exact` says that, for every real t, this cycle is exactly the identity matrix if b_x = 0, and is exactly free evolution for time 2t if b_y = b_z = 0. The proof rewrites the cycle as evolution under H followed by evolution under XHX. In the first case XHX = −H and in the second XHX = H, so the two exponents commute and the exponentials can be merged into one.

An attempt in Lean 4 with a fault in it:

```lean
import Mathlib

open scoped Matrix.Norms.Operator

namespace SingleAxisExact

noncomputable section

local notation "M₂" => Matrix (Fin 2) (Fin 2) ℂ

/-- The Pauli matrix X. -/
def σx : M₂ := !![0, 1; 1, 0]

/-- The Pauli matrix Y. -/
def σy : M₂ := !![0, -Complex.I; Complex.I, 0]

/-- The Pauli matrix Z. -/
def σz : M₂ := !![1, 0; 0, -1]

/-- The Hamiltonian `b·σ` of a spin one-half in a static field `b`. -/
def fieldHamiltonian (b : Fin 3 → ℝ) : M₂ :=
  (b 0 : ℂ) • σx + (b 1 : ℂ) • σy + (b 2 : ℂ) • σz

/-- Free evolution `exp(-itH)` during a delay `t`. -/
def freeEvolution (H : M₂) (t : ℝ) : M₂ :=
  NormedSpace.exp (t • ((-Complex.I) • H))

/-- A delay `t` followed by an instantaneous pulse `P`. -/
def pulsedStep (P H : M₂) (t : ℝ) : M₂ := P * freeEvolution H t

/-- The single-axis cycle `X f(t) X f(t)`. -/
def cycleXX (H : M₂) (t : ℝ) : M₂ := pulsedStep σx H t * pulsedStep σx H t

lemma σx_mul_self : σx * σx = 1 := by
  ext i j; fin_cases i <;> fin_cases j <;> simp [σx, Matrix.mul_apply, Fin.sum_univ_two]

/-- An x pulse reverses the y and z components of the field, so the field and its
pulse-conjugate add up to `2 b_x X`. -/
theorem field_add_conjugate (b : Fin 3 → ℝ) :
    σx * fieldHamiltonian b * σx + fieldHamiltonian b = (2 * (b 0 : ℂ)) • σx := by
  ext i j
  fin_cases i <;> fin_cases j <;>
    simp [fieldHamiltonian, σx, σy, σz] <;> ring

/-- The single-axis cycle is evolution under `H` followed by evolution under `XHX`. -/
theorem cycleXX_eq (H : M₂) (t : ℝ) :
    cycleXX H t = freeEvolution (σx * H * σx) t * freeEvolution H t := by
  have hinv : σx⁻¹ = σx := Matrix.inv_eq_right_inv σx_mul_self
  have hu : IsUnit σx := ⟨⟨σx, σx, σx_mul_self, σx_mul_self⟩, rfl⟩
  have h := Matrix.exp_conj σx (t • ((-Complex.I) • H)) hu
  rw [hinv] at h
  simp only [mul_smul_comm, smul_mul_assoc] at h
  simp only [cycleXX, pulsedStep, freeEvolution]
  rw [h]
  simp only [mul_assoc]

/-- For every delay, x pulses cancel a field perpendicular to x completely, and leave a
field along x acting for the full time `2t`. -/
theorem single_axis_exact (b : Fin 3 → ℝ) (t : ℝ) :
    (b 0 = 0 → cycleXX (fieldHamiltonian b) t = 1) ∧
      (b 1 = 0 → b 2 = 0 →
        cycleXX (fieldHamiltonian b) t = freeEvolution (fieldHamiltonian b) (2 * t)) := by
  constructor
  · intro hb
    have hc : σx * fieldHamiltonian b * σx = -fieldHamiltonian b := by
      apply eq_neg_of_add_eq_zero_left
      rw [field_add_conjugate, hb, Complex.ofReal_zero, mul_zero, zero_smul]
    rw [cycleXX_eq, hc]
    simp only [freeEvolution, smul_neg]
    rw [← Matrix.exp_add_of_commute _ _ (Commute.refl _).neg_left, neg_add_cancel,
      NormedSpace.exp_zero]
  · intro h1 h2
    have hc : σx * fieldHamiltonian b * σx = fieldHamiltonian b := by
      simp only [fieldHamiltonian, h1, h2, Complex.ofReal_zero, zero_smul, add_zero,
        mul_smul_comm, smul_mul_assoc, σx_mul_self, one_mul]
    rw [cycleXX_eq, hc]
    simp only [freeEvolution]
    rw [← Matrix.exp_add_of_commute _ _ (Commute.refl _), ← add_smul, ← two_mul]

end

end SingleAxisExact
```

The error:

```
Main.lean:70:40: error(lean.synthInstanceFailed): failed to synthesize instance of type class
  HasDistribNeg (Matrix ?m.74 ?m.74 ?m.75)

Hint: Type class instance resolution failures can be inspected with the `set_option trace.Meta.synthInstance true` command.
```

The repair, with which the file compiles:

```diff
@@ -66,8 +66,10 @@
       apply eq_neg_of_add_eq_zero_left
       rw [field_add_conjugate, hb, Complex.ofReal_zero, mul_zero, zero_smul]
+    have hcomm : Commute (-(t • ((-Complex.I) • fieldHamiltonian b)))
+        (t • ((-Complex.I) • fieldHamiltonian b)) :=
+      (Commute.refl (t • ((-Complex.I) • fieldHamiltonian b))).neg_left
     rw [cycleXX_eq, hc]
     simp only [freeEvolution, smul_neg]
-    rw [← Matrix.exp_add_of_commute _ _ (Commute.refl _).neg_left, neg_add_cancel,
-      NormedSpace.exp_zero]
+    rw [← Matrix.exp_add_of_commute _ _ hcomm, neg_add_cancel, NormedSpace.exp_zero]
   · intro h1 h2
     have hc : σx * fieldHamiltonian b * σx = fieldHamiltonian b := by
```

The error is in the first case, where the two exponentials are to be merged by `Matrix.exp_add_of_commute`. That lemma needs a proof that the exponents commute, and the attempt supplies `(Commute.refl _).neg_left`: a matrix commutes with itself, hence its negative does too. The step `neg_left` requires a `HasDistribNeg` instance, which says that negation is compatible with multiplication. Lean looks for it while elaborating the rewrite term, before matching that term against the goal. The matrices are still underscores, so the index and entry types are unknown, as the `?m.74` and `?m.75` in the message show, and the search fails.

The repair proves the same fact beforehand as `hcomm`, with both matrices written out. Their type is then known to be 2×2 complex matrices, for which the instance is found. The rewrite now takes `hcomm` in place of the inline term; putting its remaining steps on one line is mere tidying.
